# The derivative of a radial Dirac energy with respect to the position of a wall where P or Q vanishes

A numerical calculation of a Dirac electron in an atom can be ended at a finite radius $R$ by setting either the large component $P$ or the small component $Q$ to zero there; other outer conditions are also in use. The energy then depends on $R$. For one electron in a fixed local potential, with fixed values of $P$ and $Q$ at an inner radius, the theorems below give the slope $dE/dR$ for both walls. They show that the two slopes cannot have the same nonzero sign while $|E-V|\le c^2$ at the wall. Here $E$ includes the rest energy, which is $c^2$ in the units used.

## The equations and the family of boxes

```lean
import Mathlib

open Set Filter Topology intervalIntegral

namespace DiracRadialBox

/-- The radial Dirac equations at radius `r > 0`, multiplied by `r`, for large component `P`,
small component `Q` and energy `E` including the rest energy `c ^ 2`. -/
def SolvesRadialDirac (c κ : ℝ) (V : ℝ → ℝ) (E : ℝ) (P Q : ℝ → ℝ) (r : ℝ) : Prop :=
  DifferentiableAt ℝ P r ∧ DifferentiableAt ℝ Q r ∧
    c * (r * deriv P r + κ * P r) = r * (E - V r + c ^ 2) * Q r ∧
    c * (r * deriv Q r - κ * Q r) = r * (c ^ 2 + V r - E) * P r
```

For $r>0$ this is the pair

$$c\left(P'+\frac{\kappa}{r}P\right)=(E-V+c^2)\,Q,\qquad c\left(Q'-\frac{\kappa}{r}Q\right)=(c^2+V-E)\,P,$$

multiplied by $r$. Units have $\hbar=m=1$, $c$ is the speed of light, $\kappa$ is the angular quantum number (any real number here), and $E$ includes the rest energy $c^2$. A `Prop` is a statement; this one also says that $P$ and $Q$ are differentiable at $r$.

```lean
/-- The norm integral of `P ^ 2 + Q ^ 2` between the inner radius `a` and the wall `R`. -/
noncomputable def boxNorm (P Q : ℝ → ℝ) (a R : ℝ) : ℝ := ∫ r in a..R, (P r ^ 2 + Q r ^ 2)
```

This is $N=\int_a^R(P^2+Q^2)\,dr$. States need not be normalised, so $Q(R)^2/N$ is the squared wall value of the normalised state.

```lean
/-- Jointly `C¹` radial Dirac solutions `P s`, `Q s` of energy `E s`, labelled by the wall
position `s` in `(l, b)`, with fixed values `p`, `q`, not both zero, at the radius `a > 0`. -/
structure BoxFamily (c κ a l b p q : ℝ) (V E : ℝ → ℝ) (P Q : ℝ → ℝ → ℝ) : Prop where
  a_pos : 0 < a
  a_le : a ≤ l
  solves : ∀ s ∈ Ioo l b, ∀ r ∈ Ico a b, SolvesRadialDirac c κ V (E s) (P s) (Q s) r
  inner : ∀ s ∈ Ioo l b, P s a = p ∧ Q s a = q
  start_ne : p ≠ 0 ∨ q ≠ 0
  smoothP : ContDiff ℝ 1 (fun x : ℝ × ℝ => P x.1 x.2)
  smoothQ : ContDiff ℝ 1 (fun x : ℝ × ℝ => Q x.1 x.2)
```

For each wall position $s$ in the open interval `Ioo l b` there is an energy $E(s)$ and a solution $P_s(r)$, $Q_s(r)$, written `P s r` and `Q s r`. It solves the equations on all of $[a,b)$, also beyond its own wall, so two states can be compared at one radius.

All members share the values $p,q$ at $a$. This stands for an energy-independent boundary condition at an inner surface. In a real atom, regularity at the nucleus makes the ratio $Q(a)/P(a)$ depend on energy, and that effect is left out.

Joint continuous differentiability in $(s,r)$ is assumed, on the whole plane. Nothing is assumed about the smoothness of $E$. A potential with a jump inside $(a,b)$ is excluded, because $P'$ or $Q'$ would have to jump there too.

## From the Wronskian to an energy difference

```lean
variable {c κ a l b p q R : ℝ} {V E : ℝ → ℝ} {P Q : ℝ → ℝ → ℝ}

/-- At `r ≠ 0` the Wronskian of two radial Dirac solutions in the same potential changes at a
rate proportional to their energy difference. -/
theorem hasDerivAt_wronskian {E₁ E₂ r : ℝ} {P₁ Q₁ P₂ Q₂ : ℝ → ℝ} (hr : r ≠ 0)
    (h₁ : SolvesRadialDirac c κ V E₁ P₁ Q₁ r) (h₂ : SolvesRadialDirac c κ V E₂ P₂ Q₂ r) :
    HasDerivAt (fun x => c * (P₁ x * Q₂ x - Q₁ x * P₂ x))
      (-(E₂ - E₁) * (P₁ r * P₂ r + Q₁ r * Q₂ r)) r := by
  obtain ⟨dP₁, dQ₁, eP₁, eQ₁⟩ := h₁
  obtain ⟨dP₂, dQ₂, eP₂, eQ₂⟩ := h₂
  refine (((dP₁.hasDerivAt.fun_mul dQ₂.hasDerivAt).fun_sub
    (dQ₁.hasDerivAt.fun_mul dP₂.hasDerivAt)).const_mul c).congr_deriv ?_
  apply mul_left_cancel₀ hr
  linear_combination Q₂ r * eP₁ + P₁ r * eQ₂ - P₂ r * eQ₁ - Q₁ r * eP₂
```

`HasDerivAt f D r` says that $f$ is differentiable at $r$ with derivative $D$. Let $w=c(P_1Q_2-Q_1P_2)$. By the product rule,

$$w'=(cP_1')Q_2+P_1(cQ_2')-(cQ_1')P_2-Q_1(cP_2').$$

Insert the radial equations. The $\kappa$ terms cancel in pairs, leaving

$$\begin{aligned}w'={}&(E_1-V+c^2)Q_1Q_2+(c^2+V-E_2)P_1P_2\\&-(c^2+V-E_1)P_1P_2-(E_2-V+c^2)Q_1Q_2\\={}&-(E_2-E_1)(P_1P_2+Q_1Q_2).\end{aligned}$$

`linear_combination` performs this substitution: it is told which multiples of the four equations to add, and checks the remaining algebra.

```lean
/-- The energy difference of two boxes, times the overlap of their states on `[a, R]`, equals
minus `c` times their Wronskian at `R`. -/
theorem energy_difference (h : BoxFamily c κ a l b p q V E P Q) (hR : R ∈ Ioo l b)
    {s : ℝ} (hs : s ∈ Ioo l b) :
    (E s - E R) * ∫ r in a..R, (P R r * P s r + Q R r * Q s r) =
      -c * (P R R * Q s R - Q R R * P s R) := by
  have hI : ∀ r ∈ uIcc a R, r ∈ Ico a b := fun r hr => by
    rw [uIcc_of_le (h.a_le.trans hR.1.le)] at hr
    exact ⟨hr.1, hr.2.trans_lt hR.2⟩
  have cP : ∀ t ∈ Ioo l b, ContinuousOn (P t) (uIcc a R) := fun t ht r hr =>
    (h.solves t ht r (hI r hr)).1.continuousAt.continuousWithinAt
  have cQ : ∀ t ∈ Ioo l b, ContinuousOn (Q t) (uIcc a R) := fun t ht r hr =>
    (h.solves t ht r (hI r hr)).2.1.continuousAt.continuousWithinAt
  have key := integral_eq_sub_of_hasDerivAt
    (fun r hr => hasDerivAt_wronskian (r := r) (h.a_pos.trans_le (hI r hr).1).ne'
      (h.solves R hR r (hI r hr)) (h.solves s hs r (hI r hr)))
    (continuousOn_const.mul (((cP R hR).mul (cP s hs)).add
      ((cQ R hR).mul (cQ s hs)))).intervalIntegrable
  rw [intervalIntegral.integral_const_mul, (h.inner R hR).1, (h.inner R hR).2,
    (h.inner s hs).1, (h.inner s hs).2] at key
  linear_combination -key
```

Take state 1 from the box $R$ and state 2 from the box $s$, and integrate $w'$ from $a$ to $R$. At the inner end $w(a)=c(pq-qp)=0$, so

$$(E(s)-E(R))\,I(s)=-c\,[P_R(R)Q_s(R)-Q_R(R)P_s(R)],$$

with the overlap $I(s)=\int_a^R(P_RP_s+Q_RQ_s)\,dr$. In the proof, `key` is the fundamental theorem of calculus applied to $w$.

```lean
/-- The norm integral of every state in a box family is positive. -/
theorem boxNorm_pos (h : BoxFamily c κ a l b p q V E P Q) (hR : R ∈ Ioo l b) :
    0 < boxNorm (P R) (Q R) a R := by
  have haR : a < R := h.a_le.trans_lt hR.1
  refine integral_pos haR (fun r hr => ?_) (fun r _ => by positivity)
    ⟨a, left_mem_Icc.mpr haR.le, ?_⟩
  · have hd := h.solves R hR r ⟨hr.1, hr.2.trans_lt hR.2⟩
    exact ((hd.1.continuousAt.pow 2).add (hd.2.1.continuousAt.pow 2)).continuousWithinAt
  · rw [(h.inner R hR).1, (h.inner R hR).2]
    rcases h.start_ne with hp | hq <;> positivity
```

The integrand of $N$ is continuous and nonnegative, and at $a$ it equals $p^2+q^2>0$. Hence $N>0$.

## Moving the wall

```lean
/-- If a jointly `C¹` component vanishes at every wall position, its response at fixed radius
`R` to moving the wall is minus its radial slope there. -/
theorem hasDerivAt_wall {F : ℝ → ℝ → ℝ} (hR : R ∈ Ioo l b)
    (hF : ContDiff ℝ 1 (fun x : ℝ × ℝ => F x.1 x.2)) (hw : ∀ s ∈ Ioo l b, F s s = 0) :
    HasDerivAt (fun s => F s R) (-deriv (F R) R) R := by
  have hL := (hF.differentiable (by simp) (R, R)).hasFDerivAt
  set L := fderiv ℝ (fun x : ℝ × ℝ => F x.1 x.2) (R, R)
  have h₁ : HasDerivAt (fun s => F s R) (L (1, 0)) R :=
    HasFDerivAt.comp_hasDerivAt (f := fun s : ℝ => (s, R)) R hL
      ((hasDerivAt_id R).prodMk (hasDerivAt_const R R))
  have h₂ : HasDerivAt (F R) (L (0, 1)) R :=
    HasFDerivAt.comp_hasDerivAt (f := fun s : ℝ => (R, s)) R hL
      ((hasDerivAt_const R R).prodMk (hasDerivAt_id R))
  have h₃ : HasDerivAt (fun s => F s s) (L (1, 1)) R :=
    HasFDerivAt.comp_hasDerivAt (f := fun s : ℝ => (s, s)) R hL
      ((hasDerivAt_id R).prodMk (hasDerivAt_id R))
  -- the wall condition makes the diagonal derivative vanish
  have h₀ : HasDerivAt (fun s => F s s) 0 R :=
    (hasDerivAt_const R (0 : ℝ)).congr_of_eventuallyEq
      (by filter_upwards [Ioo_mem_nhds hR.1 hR.2] with s hs using hw s hs)
  have hsum : L (1, 1) = L (1, 0) + L (0, 1) := by rw [← map_add]; simp
  refine h₁.congr_deriv ?_
  rw [h₂.deriv]
  linarith [h₃.unique h₀]
```

Let $F(s,r)$ be the component that vanishes at the wall, so $F(s,s)=0$ for every $s$. Differentiating along the diagonal at $R$ gives

$$\partial_sF(R,R)+\partial_rF(R,R)=0.$$

The response at fixed radius is therefore minus the radial slope. In Lean, `L` is the total derivative at $(R,R)$; `h₁`, `h₂` and `h₃` evaluate it along $(1,0)$, $(0,1)$ and $(1,1)$, and `h₀` says that the diagonal derivative is zero.

```lean
/-- Let `W s` be `-c` times the Wronskian, taken at radius `R`, of the states of the boxes `R` and
`s`. If `W` has derivative `D` at `R`, then `E` has derivative `D / N` there, where `N` is the norm
integral of the state of box `R`. -/
theorem hasDerivAt_energy (h : BoxFamily c κ a l b p q V E P Q) (hR : R ∈ Ioo l b)
    {W : ℝ → ℝ} {D : ℝ} (hW : HasDerivAt W D R)
    (hWr : ∀ s ∈ Ioo l b, W s = -c * (P R R * Q s R - Q R R * P s R)) :
    HasDerivAt E (D / boxNorm (P R) (Q R) a R) R := by
  have hm : Continuous (fun x : ℝ × ℝ => (R, x.2)) := by fun_prop
  have cP := h.smoothP.continuous
  have cQ := h.smoothQ.continuous
  have hI : ContinuousAt (fun s => ∫ r in a..R, (P R r * P s r + Q R r * Q s r)) R :=
    (continuous_parametric_intervalIntegral_of_continuous' (μ := MeasureTheory.volume)
      (f := fun s r => P R r * P s r + Q R r * Q s r)
      (((cP.comp hm).mul cP).add ((cQ.comp hm).mul cQ)) a R).continuousAt
  have hN : boxNorm (P R) (Q R) a R = ∫ r in a..R, (P R r * P R r + Q R r * Q R r) := by
    simp only [boxNorm, pow_two]
  have h0 := (boxNorm_pos h hR).ne'
  rw [hN] at h0 ⊢
  have hW0 : W R = 0 := by rw [hWr R hR]; ring
  -- divide the exact energy difference by the wall displacement
  refine hasDerivAt_iff_tendsto_slope.mpr (((hasDerivAt_iff_tendsto_slope.mp hW).div
    (hI.tendsto.mono_left nhdsWithin_le_nhds) h0).congr' ?_)
  filter_upwards [nhdsWithin_le_nhds (Ioo_mem_nhds hR.1 hR.2),
    nhdsWithin_le_nhds (hI.eventually_ne h0)] with s hs hIs
  change slope W R s / (∫ r in a..R, (P R r * P s r + Q R r * Q s r)) = slope E R s
  rw [slope_def_field, slope_def_field, hW0, hWr s hs, ← energy_difference h hR hs,
    sub_zero, div_right_comm, mul_div_cancel_right₀ _ hIs]
```

Call the right-hand side of the energy identity $W(s)$, and let $D=W'(R)$. Since $W(R)=0$, for $s\ne R$ close to $R$

$$\frac{E(s)-E(R)}{s-R}=\frac{1}{I(s)}\,\frac{W(s)-W(R)}{s-R}.$$

As $s\to R$, joint continuity gives $I(s)\to N>0$, which also keeps $I(s)$ nonzero near $R$. The right side tends to $D/N$. So $E$ is differentiable, with $E'(R)=D/N$. The proof takes this limit of difference quotients, which Lean calls `slope`.

## The slopes for the two walls

```lean
/-- If `P` vanishes at the wall of every box in the family, the energy has derivative
`-(E - V(R) + c ^ 2) Q(R) ^ 2 / N` with respect to the box radius. -/
theorem energy_deriv_P_wall (h : BoxFamily c κ a l b p q V E P Q) (hR : R ∈ Ioo l b)
    (hw : ∀ s ∈ Ioo l b, P s s = 0) :
    HasDerivAt E (-(E R - V R + c ^ 2) * Q R R ^ 2 / boxNorm (P R) (Q R) a R) R := by
  have haR := h.a_le.trans hR.1.le
  obtain ⟨-, -, e, -⟩ := h.solves R hR R ⟨haR, hR.2⟩
  refine hasDerivAt_energy h hR (W := fun s => c * Q R R * P s R)
    (((hasDerivAt_wall hR h.smoothP hw).const_mul (c * Q R R)).congr_deriv ?_)
    (fun s _ => by rw [hw R hR]; ring)
  rw [hw R hR] at e
  apply mul_left_cancel₀ (h.a_pos.trans_le haR).ne'
  linear_combination -Q R R * e
```

If $P_s(s)=0$ for all $s$, then $W(s)=c\,Q_R(R)P_s(R)$, and the wall lemma gives $D=-c\,Q_R(R)P_R'(R)$. At $R$ the first radial equation loses its $\kappa$ term and reads $cP_R'(R)=(E-V+c^2)Q_R(R)$. Hence

$$E'(R)=-\frac{(E(R)-V(R)+c^2)\,Q_R(R)^2}{N}.$$

```lean
/-- If `Q` vanishes at the wall of every box in the family, the energy has derivative
`(c ^ 2 + V(R) - E) P(R) ^ 2 / N` with respect to the box radius. -/
theorem energy_deriv_Q_wall (h : BoxFamily c κ a l b p q V E P Q) (hR : R ∈ Ioo l b)
    (hw : ∀ s ∈ Ioo l b, Q s s = 0) :
    HasDerivAt E ((c ^ 2 + V R - E R) * P R R ^ 2 / boxNorm (P R) (Q R) a R) R := by
  have haR := h.a_le.trans hR.1.le
  obtain ⟨-, -, -, e⟩ := h.solves R hR R ⟨haR, hR.2⟩
  refine hasDerivAt_energy h hR (W := fun s => -c * P R R * Q s R)
    (((hasDerivAt_wall hR h.smoothQ hw).const_mul (-c * P R R)).congr_deriv ?_)
    (fun s _ => by rw [hw R hR]; ring)
  rw [hw R hR] at e
  apply mul_left_cancel₀ (h.a_pos.trans_le haR).ne'
  linear_combination P R R * e
```

If $Q_s(s)=0$ for all $s$, then $W(s)=-c\,P_R(R)Q_s(R)$ and $D=c\,P_R(R)Q_R'(R)$. The second radial equation at $R$ is now $cQ_R'(R)=(c^2+V-E)P_R(R)$, so

$$E'(R)=\frac{(c^2+V(R)-E(R))\,P_R(R)^2}{N}.$$

```lean
/-- If `|E - V| ≤ c ^ 2` at every wall position, the energy never rises with box radius for the
wall `P = 0` and never falls for the wall `Q = 0`. -/
theorem opposite_box_errors (h : BoxFamily c κ a l b p q V E P Q)
    (hE : ∀ s ∈ Ioo l b, |E s - V s| ≤ c ^ 2) :
    ((∀ s ∈ Ioo l b, P s s = 0) → AntitoneOn E (Ioo l b)) ∧
      ((∀ s ∈ Ioo l b, Q s s = 0) → MonotoneOn E (Ioo l b)) := by
  constructor <;> intro hw
  · have hd := fun s hs => energy_deriv_P_wall (R := s) h hs hw
    refine antitoneOn_of_deriv_nonpos (convex_Ioo l b)
      (fun s hs => (hd s hs).continuousAt.continuousWithinAt)
      (fun s hs => (hd s (interior_subset hs)).differentiableAt.differentiableWithinAt) ?_
    intro s hs
    have hs' := interior_subset hs
    rw [(hd s hs').deriv]
    have hA := (abs_le.mp (hE s hs')).1
    exact div_nonpos_of_nonpos_of_nonneg
      (mul_nonpos_of_nonpos_of_nonneg (by linarith) (sq_nonneg _)) (boxNorm_pos h hs').le
  · have hd := fun s hs => energy_deriv_Q_wall (R := s) h hs hw
    refine monotoneOn_of_deriv_nonneg (convex_Ioo l b)
      (fun s hs => (hd s hs).continuousAt.continuousWithinAt)
      (fun s hs => (hd s (interior_subset hs)).differentiableAt.differentiableWithinAt) ?_
    intro s hs
    have hs' := interior_subset hs
    rw [(hd s hs').deriv]
    have hB := (abs_le.mp (hE s hs')).2
    exact div_nonneg (mul_nonneg (by linarith) (sq_nonneg _)) (boxNorm_pos h hs').le

end DiracRadialBox
```

If $-c^2\le E(s)-V(s)\le c^2$ at every wall position, the first slope is never positive and the second never negative. By the mean value theorem, $E$ is nonincreasing (`AntitoneOn`) for the $P$ wall and nondecreasing (`MonotoneOn`) for the $Q$ wall. The conclusion compares finite boxes within $(l,b)$; it takes no limit of infinite radius.

## A Q wall above the rest energy

The lower bound $-c^2\le E-V$ alone does not suffice for the $Q$-wall claim. Take $V=0$, $c>0$ and $\kappa=0$, a value the theorem allows although no spherical Dirac state has it. Start from $P(a)=1$, $Q(a)=0$, and let $a<l<b$. With $k=\pi/(s-a)$ and $E(s)=\sqrt{c^4+c^2k^2}$, a solution is

$$P_s(r)=\cos k(r-a),\qquad Q_s(r)=-\frac{ck}{E(s)+c^2}\,\sin k(r-a).$$

It satisfies $Q_s(s)=0$, and it can be continued smoothly to wall labels outside $(l,b)$. Here $E>c^2$, and the energy falls as the box grows.

```lean
#print axioms DiracRadialBox.energy_deriv_Q_wall
#print axioms DiracRadialBox.opposite_box_errors
```

```
'DiracRadialBox.energy_deriv_Q_wall' depends on axioms: [propext, Classical.choice, Quot.sound]
'DiracRadialBox.opposite_box_errors' depends on axioms: [propext, Classical.choice, Quot.sound]
```
